# Unit-norm spectral changes can hide in imaginary-frequency data when every frequency exceeds the pole energies

## Poles, frequencies and data

Take real pole energies \(x_k\), \(k=0,\dots,M-1\), measured from the chemical potential, and real numbers \(\omega_j\), \(j=0,\dots,J-1\), with \(\hbar=1\). Real weights \(c_k\) produce the data

\[
G_j=\sum_k K_{jk}c_k,\qquad K_{jk}=\frac{1}{i\omega_j-x_k}.
\]

In the file these are `green ω x c` and `kernel ω x`. The size of the data is the Euclidean norm `l2norm`. The \(m\)-th moment of the weights is \(\sum_k x_k^m c_k\), with \(0^0=1\).

In GW calculations on the imaginary axis, a self-energy known at \(i\omega_j\) is continued to real energies. For the finite pole model used here, the result limits how well such data fix the weights.

## What is proved

Let \(|\omega_j|\ge w>0\) and \(|x_k|\le a\). For every \(n<M\), `hidden_spectral_change` gives real weights with \(\sum_k c_k^2=1\), vanishing moments \(m=0,\dots,n-1\), and

\[
\|Kc\|\le\sqrt{JM}\,\frac{(a/w)^n}{w}.
\]

`nonneg_spectra_close_data` turns this change into two nonnegative spectra \(A,B\) at unit Euclidean distance, with equal moments up to order \(n-1\) and data differing by at most the same bound.

`spectra_hidden_below_noise` adds \(0\le a<w\). For fixed \(J\) and any \(\varepsilon>0\), every sufficiently large pole grid then carries two nonnegative spectra at unit Euclidean distance whose data agree within \(\varepsilon\). The required size does not depend on the positions of poles and frequencies.

The condition \(a<w\) says that even the lowest sampled frequency lies above all pole energies in magnitude. This is restrictive: it describes high temperature or a grid without low frequencies. It makes the factor \((a/w)^n\) decay, but hidden changes exist without it. For real weights, \(Kc=0\) amounts to \(2J\) real linear equations, so whenever \(M>2J\) some unit-norm \(c\) leaves the data exactly unchanged. For fixed \(J\) this count, which is not formalised here, is stronger than `spectra_hidden_below_noise`. For \(a<w\) and \(n>0\), the bound in `hidden_spectral_change` adds to the count when \(M\le n+2J\): the count then cannot guarantee zero data together with \(n\) vanishing moments, while the bound still limits the size of the data. For \(a\ge w\) the bound is no better than \(\sqrt{JM}/w\), which holds for every unit-norm \(c\).

Distance is measured between lists of weights, not between broadened spectra, and total weight is not normalised to one. The poles need not be distinct; if some coincide, the change may merely move weight between identical poles.

## Derivation

For \(z\ne0\) and \(z\ne x\),

\[
\frac1{z-x}=\frac1z+\frac{x}{z}\,\frac1{z-x}.
\]

Applying this identity \(n\) times, each time to the factor \(1/(z-x)\) that remains, gives

\[
\frac1{z-x}=\sum_{m=0}^{n-1}\frac{x^m}{z^{m+1}}+\frac{(x/z)^n}{z-x}.
\]

The \(n\) equations \(\sum_k x_k^m c_k=0\) have \(M>n\) unknowns, so a nonzero real solution exists; divide it by its norm. Setting \(z=i\omega_j\) and summing over poles removes the moment terms:

\[
G_j=\sum_k\frac{(x_k/i\omega_j)^n}{i\omega_j-x_k}\,c_k.
\]

Since \(|i\omega_j-x_k|=\sqrt{\omega_j^2+x_k^2}\ge w\), and \(\sum_k|c_k|\le\sqrt M\) by Cauchy–Schwarz,

\[
|G_j|\le\frac{(a/w)^n}{w}\sqrt M.
\]

Squaring, summing over \(J\) frequencies and taking the root gives the bound.

For the nonnegative spectra, put \(A_k=\max(c_k,0)\) and \(B_k=\max(-c_k,0)\), so that \(A-B=c\). For the noise statement, choose \(n=M-1\): when \(a<w\), \(\sqrt{JM}\,(a/w)^{M-1}/w\to0\) as \(M\to\infty\).

## Three poles and one frequency

Let \(x=(-1,0,1)\), \(\omega_0=2\), \(a=1\), \(w=2\) and \(n=2\). The weights \(c=(1,-2,1)/\sqrt6\) have unit norm and vanishing zeroth and first moments. With \(z=2i\),

\[
G_0=\frac1{\sqrt6}\,\frac{2}{z(z^2-1)}=\frac{i}{5\sqrt6},\qquad |G_0|\approx0.082,
\]

below the bound \(\sqrt3/8\approx0.217\). Here \(A=(1,0,1)/\sqrt6\) has two peaks and \(B=(0,2,0)/\sqrt6\) has one. Since \(M>2J\), an exactly invisible change also exists: the weights \((5,-8,5)/\sqrt{114}\) give \(G_0=0\), though their zeroth moment does not vanish.

## Sampling off the imaginary axis

The same argument applies to complex sampling points with \(|z_j|\ge w>a\). The denominator estimate becomes \(|z_j-x_k|\ge w-a\), and the bound becomes \(\sqrt{JM}\,(a/w)^n/(w-a)\).

## The Lean file

```lean
import Mathlib

open Finset Matrix Filter

namespace ImaginaryAxisContinuation

noncomputable section

/-- The kernel `1 / (i ω_j - x_k)` taking pole weights at real energies `x_k` to values at
imaginary frequencies `i ω_j`. -/
def kernel {J M : ℕ} (ω : Fin J → ℝ) (x : Fin M → ℝ) : Matrix (Fin J) (Fin M) ℂ :=
  Matrix.of fun j k => 1 / (Complex.I * (ω j : ℂ) - (x k : ℂ))

/-- The imaginary-axis data produced by real spectral weights `c` on the pole grid `x`. -/
def green {J M : ℕ} (ω : Fin J → ℝ) (x : Fin M → ℝ) (c : Fin M → ℝ) : Fin J → ℂ :=
  kernel ω x *ᵥ fun k => (c k : ℂ)

/-- The Euclidean norm of a list of complex data. -/
def l2norm {J : ℕ} (v : Fin J → ℂ) : ℝ := √(∑ j, ‖v j‖ ^ 2)

/-- The propagator of a single pole equals its first `n` moment terms plus an exact remainder. -/
theorem pole_expansion (n : ℕ) {z x : ℂ} (hz : z ≠ 0) (hzx : z - x ≠ 0) :
    1 / (z - x) = ∑ m ∈ range n, x ^ m / z ^ (m + 1) + (x / z) ^ n / (z - x) := by
  induction n with
  | zero => simp
  | succ n ih =>
    have step : (x / z) ^ n / (z - x)
        = x ^ n / z ^ (n + 1) + (x / z) ^ (n + 1) / (z - x) := by
      rw [div_pow, div_pow]
      field_simp
      ring
    rw [sum_range_succ]
    linear_combination ih + step

/-- On a grid of more than `n` poles there is a unit vector of real weights whose first `n`
spectral moments vanish. -/
theorem exists_unit_moment_free {M n : ℕ} (hn : n < M) (x : Fin M → ℝ) :
    ∃ c : Fin M → ℝ, ∑ k, c k ^ 2 = 1 ∧ ∀ m < n, ∑ k, x k ^ m * c k = 0 := by
  let f := Matrix.mulVecLin (Matrix.of fun (m : Fin n) (k : Fin M) => x k ^ (m : ℕ))
  -- fewer constraints than unknowns: the moment map has a kernel
  have hf : ¬ Function.Injective f := by
    intro h
    have h' := LinearMap.finrank_le_finrank_of_injective h
    rw [Module.finrank_fin_fun, Module.finrank_fin_fun] at h'
    omega
  rw [injective_iff_map_eq_zero] at hf
  push Not at hf
  obtain ⟨v, hv, hv0⟩ := hf
  obtain ⟨k, hk⟩ := Function.ne_iff.mp hv0
  have hk' : v k ≠ 0 := hk
  have hs : 0 < ∑ k, v k ^ 2 :=
    sum_pos' (fun i _ => sq_nonneg _) ⟨k, mem_univ k, by positivity⟩
  refine ⟨fun k => v k / √(∑ k, v k ^ 2), ?_, ?_⟩
  · simp_rw [div_pow, Real.sq_sqrt hs.le]
    rw [← sum_div, div_self hs.ne']
  · intro m hm
    have h' : ∑ k, x k ^ m * v k = 0 := congrFun hv ⟨m, hm⟩
    simp_rw [← mul_div_assoc]
    rw [← sum_div, h', zero_div]

/-- If the first `n` spectral moments vanish, the data at a nonzero imaginary frequency consist
of the remainder terms alone. -/
theorem green_eq_remainder {J M n : ℕ} (ω : Fin J → ℝ) (x c : Fin M → ℝ)
    (hc : ∀ m < n, ∑ k, x k ^ m * c k = 0) (j : Fin J) (hj : ω j ≠ 0) :
    green ω x c j = ∑ k, ((x k : ℂ) / (Complex.I * (ω j : ℂ))) ^ n
      / (Complex.I * (ω j : ℂ) - (x k : ℂ)) * (c k : ℂ) := by
  have hz : Complex.I * (ω j : ℂ) ≠ 0 :=
    mul_ne_zero Complex.I_ne_zero (Complex.ofReal_ne_zero.mpr hj)
  have hzx : ∀ k, Complex.I * (ω j : ℂ) - (x k : ℂ) ≠ 0 := by
    intro k h
    have h' := congrArg Complex.im h
    simp at h'
    exact hj h'
  -- the moment terms cancel after summing over the poles
  have h0 : ∑ k, (∑ m ∈ range n, (x k : ℂ) ^ m / (Complex.I * (ω j : ℂ)) ^ (m + 1))
      * (c k : ℂ) = 0 := by
    simp_rw [sum_mul]
    rw [sum_comm]
    refine sum_eq_zero fun m hm => ?_
    have hmom : ∑ k, (x k : ℂ) ^ m * (c k : ℂ) = 0 := by
      exact_mod_cast hc m (mem_range.mp hm)
    have h1 : ∑ k, (x k : ℂ) ^ m / (Complex.I * (ω j : ℂ)) ^ (m + 1) * (c k : ℂ)
        = (∑ k, (x k : ℂ) ^ m * (c k : ℂ)) / (Complex.I * (ω j : ℂ)) ^ (m + 1) := by
      rw [sum_div]
      exact sum_congr rfl fun k _ => by ring
    rw [h1, hmom, zero_div]
  change ∑ k, 1 / (Complex.I * (ω j : ℂ) - (x k : ℂ)) * (c k : ℂ) = _
  refine Eq.trans ?_ (zero_add _)
  rw [← h0, ← sum_add_distrib]
  refine sum_congr rfl fun k _ => ?_
  rw [← add_mul, ← pole_expansion n hz (hzx k)]

/-- For every `n` below the number of poles, some real spectral change of unit norm has vanishing
first `n` moments and alters the imaginary-axis data by at most `√(J M) (a / w) ^ n / w`. -/
theorem hidden_spectral_change {J M n : ℕ} (hn : n < M) {a w : ℝ} (hw : 0 < w)
    (ω : Fin J → ℝ) (x : Fin M → ℝ) (hω : ∀ j, w ≤ |ω j|) (hx : ∀ k, |x k| ≤ a) :
    ∃ c : Fin M → ℝ, ∑ k, c k ^ 2 = 1 ∧ (∀ m < n, ∑ k, x k ^ m * c k = 0) ∧
      l2norm (green ω x c) ≤ √((J : ℝ) * M) * (a / w) ^ n / w := by
  obtain ⟨c, hc1, hc⟩ := exists_unit_moment_free hn x
  refine ⟨c, hc1, hc, ?_⟩
  have ha : 0 ≤ a := (abs_nonneg _).trans (hx ⟨0, by omega⟩)
  -- Cauchy-Schwarz for the total absolute weight
  have hsum : ∑ k, |c k| ≤ √(M : ℝ) := by
    refine (le_abs_self _).trans (Real.abs_le_sqrt ?_)
    have h := sq_sum_le_card_mul_sum_sq (s := univ) (f := fun k => |c k|)
    simpa [sq_abs, hc1] using h
  have hpt : ∀ j, ‖green ω x c j‖ ≤ (a / w) ^ n / w * √(M : ℝ) := by
    intro j
    have h2 := hω j
    have hj : ω j ≠ 0 := abs_pos.mp (hw.trans_le h2)
    rw [green_eq_remainder ω x c hc j hj]
    refine (norm_sum_le _ _).trans ?_
    refine le_trans (b := ∑ k, (a / w) ^ n / w * |c k|) (sum_le_sum fun k _ => ?_) ?_
    · have h1 := hx k
      have h3 : w ≤ ‖Complex.I * (ω j : ℂ) - (x k : ℂ)‖ := by
        refine h2.trans ?_
        simpa using Complex.abs_im_le_norm (Complex.I * (ω j : ℂ) - (x k : ℂ))
      rw [norm_mul, norm_div, norm_pow, norm_div, norm_mul, Complex.norm_I, one_mul,
        Complex.norm_real, Complex.norm_real, Complex.norm_real, Real.norm_eq_abs,
        Real.norm_eq_abs, Real.norm_eq_abs]
      gcongr
    · rw [← mul_sum]
      exact mul_le_mul_of_nonneg_left hsum (by positivity)
  -- add up the squared errors at the J frequencies
  refine Real.sqrt_le_iff.mpr ⟨by positivity, ?_⟩
  calc ∑ j, ‖green ω x c j‖ ^ 2
      ≤ ∑ _j : Fin J, ((a / w) ^ n / w * √(M : ℝ)) ^ 2 :=
        sum_le_sum fun j _ => pow_le_pow_left₀ (norm_nonneg _) (hpt j) 2
    _ = (J : ℝ) * ((a / w) ^ n / w * √(M : ℝ)) ^ 2 := by simp
    _ = (√((J : ℝ) * M) * (a / w) ^ n / w) ^ 2 := by
        have e1 : √(M : ℝ) ^ 2 = M := Real.sq_sqrt (by positivity)
        have e2 : √((J : ℝ) * M) ^ 2 = J * M := Real.sq_sqrt (by positivity)
        rw [mul_div_assoc, mul_pow, mul_pow, e1, e2]
        ring

/-- Two nonnegative spectra at unit distance can share their first `n` moments while their
imaginary-axis data differ by at most `√(J M) (a / w) ^ n / w`. -/
theorem nonneg_spectra_close_data {J M n : ℕ} (hn : n < M) {a w : ℝ} (hw : 0 < w)
    (ω : Fin J → ℝ) (x : Fin M → ℝ) (hω : ∀ j, w ≤ |ω j|) (hx : ∀ k, |x k| ≤ a) :
    ∃ A B : Fin M → ℝ, (∀ k, 0 ≤ A k) ∧ (∀ k, 0 ≤ B k) ∧ ∑ k, (A k - B k) ^ 2 = 1 ∧
      (∀ m < n, ∑ k, x k ^ m * A k = ∑ k, x k ^ m * B k) ∧
      l2norm (green ω x A - green ω x B) ≤ √((J : ℝ) * M) * (a / w) ^ n / w := by
  obtain ⟨c, hc1, hc, hb⟩ := hidden_spectral_change hn hw ω x hω hx
  -- the positive and negative parts of the hidden change
  have hs : ∀ k, max (c k) 0 - max (-c k) 0 = c k := by
    intro k
    rcases le_total 0 (c k) with h | h
    · rw [max_eq_left h, max_eq_right (by linarith), sub_zero]
    · rw [max_eq_right h, max_eq_left (by linarith)]; ring
  refine ⟨fun k => max (c k) 0, fun k => max (-c k) 0, fun k => le_max_right _ _,
    fun k => le_max_right _ _, by simpa only [hs] using hc1, fun m hm => ?_, ?_⟩
  · rw [← sub_eq_zero, ← sum_sub_distrib]
    simpa only [← mul_sub, hs] using hc m hm
  · have hg : green ω x (fun k => max (c k) 0) - green ω x (fun k => max (-c k) 0)
        = green ω x c := by
      unfold green
      rw [← Matrix.mulVec_sub]
      congr 1
      funext k
      exact (Complex.ofReal_sub _ _).symm.trans (congrArg Complex.ofReal (hs k))
    rw [hg]
    exact hb

/-- If all poles have magnitude at most `a` and all `J` frequencies have magnitude at least `w > a`,
then for any tolerance `ε` every sufficiently large pole grid carries two nonnegative spectra at
unit distance whose data at `J` frequencies agree within `ε`. -/
theorem spectra_hidden_below_noise (J : ℕ) {a w ε : ℝ} (ha : 0 ≤ a) (haw : a < w)
    (hε : 0 < ε) :
    ∃ M₀ : ℕ, ∀ M ≥ M₀, ∀ (ω : Fin J → ℝ) (x : Fin M → ℝ),
      (∀ j, w ≤ |ω j|) → (∀ k, |x k| ≤ a) →
      ∃ A B : Fin M → ℝ, (∀ k, 0 ≤ A k) ∧ (∀ k, 0 ≤ B k) ∧
        ∑ k, (A k - B k) ^ 2 = 1 ∧ l2norm (green ω x A - green ω x B) ≤ ε := by
  have hw : 0 < w := ha.trans_lt haw
  have hr0 : 0 ≤ a / w := by positivity
  have hr1 : a / w < 1 := (div_lt_one hw).mpr haw
  -- the geometric factor beats the growth of the grid
  have h := ((tendsto_self_mul_const_pow_of_lt_one hr0 hr1).add
    (tendsto_pow_atTop_nhds_zero_of_lt_one hr0 hr1)).const_mul (√(J : ℝ) / w)
  rw [add_zero, mul_zero] at h
  obtain ⟨N, hN⟩ := eventually_atTop.mp (h.eventually_lt_const hε)
  refine ⟨N + 1, fun M hM ω x hω hx => ?_⟩
  obtain ⟨n, rfl⟩ : ∃ n, M = n + 1 := ⟨M - 1, by omega⟩
  obtain ⟨A, B, hA, hB, hAB, -, hb⟩ :=
    nonneg_spectra_close_data (Nat.lt_succ_self n) hw ω x hω hx
  refine ⟨A, B, hA, hB, hAB, hb.trans ?_⟩
  have hn : √(J : ℝ) / w * ((n : ℝ) * (a / w) ^ n + (a / w) ^ n) < ε := hN n (by omega)
  have hq : √((n : ℝ) + 1) ≤ (n : ℝ) + 1 := by
    have h0 : (0 : ℝ) ≤ n := Nat.cast_nonneg n
    exact Real.sqrt_le_iff.mpr ⟨by positivity, by nlinarith⟩
  calc √((J : ℝ) * ((n + 1 : ℕ) : ℝ)) * (a / w) ^ n / w
      = √(J : ℝ) * √((n : ℝ) + 1) * (a / w) ^ n / w := by
        rw [Nat.cast_add, Nat.cast_one, Real.sqrt_mul (Nat.cast_nonneg J)]
    _ ≤ √(J : ℝ) * ((n : ℝ) + 1) * (a / w) ^ n / w := by gcongr
    _ = √(J : ℝ) / w * ((n : ℝ) * (a / w) ^ n + (a / w) ^ n) := by ring
    _ ≤ ε := hn.le

end

end ImaginaryAxisContinuation
```

```lean
#print axioms ImaginaryAxisContinuation.hidden_spectral_change
#print axioms ImaginaryAxisContinuation.spectra_hidden_below_noise
```

```
'ImaginaryAxisContinuation.hidden_spectral_change' depends on axioms: [propext, Classical.choice, Quot.sound]
'ImaginaryAxisContinuation.spectra_hidden_below_noise' depends on axioms: [propext, Classical.choice, Quot.sound]
```

## How the proof follows the derivation

`pole_expansion` is an induction on \(n\); its `step` splits one more moment term off the remainder.

`exists_unit_moment_free` treats the moments as a linear map from \(M\) to \(n\) dimensions. Injectivity would force \(M\le n\), so some nonzero vector is sent to zero, and it is then normalised.

`green_eq_remainder` exchanges the sums over moments and poles, so that each vanishing moment removes one term. It also checks that \(i\omega_j-x_k\ne0\), by looking at the imaginary part.

In `hidden_spectral_change`, `hsum` is the Cauchy–Schwarz step and `hpt` the bound at one frequency. The denominator is bounded through its imaginary part, and `gcongr` combines the separate inequalities. The final `calc` sums the squares.

`nonneg_spectra_close_data` uses linearity of the kernel to identify the difference of the two data sets with `green ω x c`.

`spectra_hidden_below_noise` writes \(M=n+1\) and replaces \(\sqrt{n+1}\) by the larger \(n+1\). The limits \(n(a/w)^n\to0\) and \((a/w)^n\to0\) then supply the threshold `M₀`.
